# Aspnes third-derivative limit with an error bound

## Physical setting

Set $\hbar=1$ and absorb the charge into the field $F$. An electron–hole pair has constant reduced mass $\mu\ne0$, of either sign, and mean momentum $k$ along the field. Over a time $t$ it gathers the kinetic phase
$$\phi(t)=\int_0^t\frac{(k+F(s-t/2))^2}{2\mu}\,ds .$$
With photon energy $E$, damping $G>0$ and a complex correlation function $g$, define
$$S(l,E)=\int_0^\infty e^{i(E+iG)t-ilt^3}g(t)\,dt,$$
where the real number $l$ measures the cubic phase. A gap $E_g$ can enter through a factor $e^{-iE_gt}$ in $g$. Let $R_F(E)$ be the same integral with $\phi(t)$ in place of $lt^3$.

## Statement

If $g$ is continuous and $|g|\le C$ for $t>0$, then for all real $l$ and $E$
$$\left|S(l,E)-S(0,E)-l\,\partial_E^3S(0,E)\right|\le\frac{360\,C\,l^2}{G^7}.$$
Moreover, as $F\to0$ with $F\neq0$,
$$\frac{24\mu\,[R_F(E)-R_0(E)]}{F^2}\to\partial_E^3S\!\left(0,E-\frac{k^2}{2\mu}\right).$$
For a non-interacting pair at fixed mean momentum $k$, this is the third-derivative relation that underlies weak-field electroreflectance. The mean is the same for every $t$, so the initial momentum $k-Ft/2$ depends on $t$. A pair created at a fixed momentum $k_0$ would also gather a phase linear in the field, $k_0Ft^2/(2\mu)$. Summed over all momenta with equal weights, the two descriptions agree, because $k$ can be shifted at each $t$. Aspnes's theory concerns the dielectric function of a crystal, which also needs the sum over $k$ and the optical prefactors.

## Derivation

**Phase.** With $u=s-t/2$, the term linear in $u$ integrates to zero:
$$\phi(t)=\frac1{2\mu}\int_{-t/2}^{t/2}(k^2+2kFu+F^2u^2)\,du=\frac{k^2t}{2\mu}+\frac{F^2t^3}{24\mu}.$$
Hence $R_F(E)=S(l,E-k^2/(2\mu))$ with $24\mu l=F^2$.

**Phase factor.** For real $x$,
$$|e^{-ix}-1+ix|^2=2-2\cos x+x^2-2x\sin x .$$
Subtract this from $x^4/4$. The difference is even, vanishes at $0$ and has derivative $x^3-2x(1-\cos x)$, which is nonnegative for $x\ge0$ because $1-\cos x\le x^2/2$. So $|e^{-ix}-1+ix|\le x^2/2$.

**Derivatives.** Each $\partial_E$ inserts a factor $it$. The integrand with $n$ such factors is bounded by $Ct^ne^{-Gt}$, uniformly in $E$. Integration by parts gives $\int_0^\infty t^ne^{-Gt}dt=n!/G^{n+1}$, so dominated convergence permits differentiation under the integral.

**Remainder.** Since $(it)^3=-it^3$, the left side of the bound is the modulus of
$$\int_0^\infty e^{i(E+iG)t}g(t)\left(e^{-ilt^3}-1+ilt^3\right)dt,$$
which is at most $\frac{Cl^2}{2}\int_0^\infty t^6e^{-Gt}dt=\frac{Cl^2}{2}\cdot\frac{720}{G^7}$.

**Limit.** Dividing by $l=F^2/(24\mu)$ leaves an error of at most $360C|l|/G^7$, which tends to $0$.

**Numerical instance.** Take $g=1$, $C=G=\mu=1$, $k=E=0$ and $l=0.001$, so $F^2=0.024$. Then $S(0,0)=1$ and $\partial_E^3S(0,0)=-6i$. The approximation is $1-0.006i$, with error at most $0.00036$.

## What the formal version assumes

`response g G l E` is $S(l,E)$, `bandPhase` is $\phi$, and `drivenResponse` is $R_F$. `Ioi 0` is the range $t>0$, and `iteratedDeriv 3` is the third derivative in $E$. The hypotheses `hG`, `hg` and `hC` state positive damping, continuity and the bound on $g$. In `aspnes_limit`, the filter `𝓝[≠] 0` lets $F$ approach zero through nonzero values.

The function $g$ is given, not derived from a Hamiltonian, and does not depend on $F$. Electron–hole attraction and non-parabolic bands are not modelled.

Damping matters. With $G=0$ and $g(t)=1/(1+t^2)$, the real part of $S(0,E)$ is $\frac{\pi}{2}e^{-|E|}$. Its kink at $E=0$ leaves no third derivative there, although $g$ is continuous and bounded.

In Lean 4 with Mathlib:

```lean
import Mathlib

open MeasureTheory Set Filter Topology
open Complex (I)

namespace AspnesThirdDerivative

noncomputable section

/-- Optical response at photon energy `E` with damping `G`, correlation function `g`
and a cubic phase `l t³` in the time domain. -/
def response (g : ℝ → ℂ) (G l E : ℝ) : ℂ :=
  ∫ t in Ioi (0 : ℝ), Complex.exp (I * (E + I * G) * t - I * l * t ^ 3) * g t

/-- Kinetic phase gathered during a time `t` by a pair of reduced mass `μ` whose momentum
`k + F (s - t/2)` is swept by the field `F`. -/
def bandPhase (μ k F t : ℝ) : ℝ :=
  ∫ s in (0 : ℝ)..t, (k + F * (s - t / 2)) ^ 2 / (2 * μ)

/-- Optical response of a pair with mean momentum `k` in the field `F`. -/
def drivenResponse (g : ℝ → ℂ) (G μ k F E : ℝ) : ℂ :=
  ∫ t in Ioi (0 : ℝ), Complex.exp (I * (E + I * G) * t - I * bandPhase μ k F t) * g t

/-- The field-free time-domain integrand with `n` additional factors `i t`. -/
def kernel (g : ℝ → ℂ) (G : ℝ) (n : ℕ) (E t : ℝ) : ℂ :=
  (I * t) ^ n * (Complex.exp (I * (E + I * G) * t) * g t)

/-- A phase factor differs from its first-order expansion by at most half the squared phase. -/
theorem phase_expansion (x : ℝ) :
    ‖Complex.exp (-(I * x)) - 1 + I * x‖ ≤ x ^ 2 / 2 := by
  have hd : ∀ y : ℝ, HasDerivAt
      (fun y : ℝ => y ^ 4 / 4 + 2 * Real.cos y - y ^ 2 + 2 * (y * Real.sin y))
      (y ^ 3 - 2 * y * (1 - Real.cos y)) y := by
    intro y
    have h := ((((hasDerivAt_pow 4 y).div_const 4).fun_add
      ((Real.hasDerivAt_cos y).const_mul 2)).fun_sub (hasDerivAt_pow 2 y)).fun_add
      (((hasDerivAt_id' y).fun_mul (Real.hasDerivAt_sin y)).const_mul 2)
    exact h.congr_deriv (by norm_num; ring)
  -- the squared claim is the growth of this function away from the origin
  have hmono := monotoneOn_of_deriv_nonneg (convex_Ici (0 : ℝ))
    (fun y _ => (hd y).continuousAt.continuousWithinAt)
    (fun y _ => (hd y).differentiableAt.differentiableWithinAt)
    (fun y hy => by
      rw [interior_Ici] at hy
      have hy' : 0 < y := hy
      rw [(hd y).deriv]
      nlinarith [mul_nonneg hy'.le (sub_nonneg.2 (Real.one_sub_sq_div_two_le_cos (x := y)))])
  have key : ∀ y : ℝ, 0 ≤ y →
      2 - 2 * Real.cos y + y ^ 2 - 2 * (y * Real.sin y) ≤ y ^ 4 / 4 := by
    intro y hy
    have h := hmono (mem_Ici.2 le_rfl) (mem_Ici.2 hy) hy
    norm_num at h
    linarith
  have hx : 2 - 2 * Real.cos x + x ^ 2 - 2 * (x * Real.sin x) ≤ x ^ 4 / 4 := by
    rcases le_total 0 x with h | h
    · exact key x h
    · have h' := key (-x) (by linarith)
      rw [Real.cos_neg, Real.sin_neg] at h'
      nlinarith [h']
  have e : Complex.exp (-(I * x)) - 1 + I * x
      = ((Real.cos x - 1 : ℝ) : ℂ) + ((x - Real.sin x : ℝ) : ℂ) * I := by
    rw [show -(I * (x : ℂ)) = ((-x : ℝ) : ℂ) * I by push_cast; ring, Complex.exp_mul_I,
      ← Complex.ofReal_cos, ← Complex.ofReal_sin, Real.cos_neg, Real.sin_neg]
    push_cast
    ring
  refine (sq_le_sq₀ (norm_nonneg _) (by positivity)).1 ?_
  rw [e, Complex.sq_norm, Complex.normSq_add_mul_I]
  nlinarith [hx, Real.sin_sq_add_cos_sq x]

/-- The time moments of an exponential decay at rate `G` are finite and equal `n!/Gⁿ⁺¹`. -/
theorem decay_moment {G : ℝ} (hG : 0 < G) (n : ℕ) :
    IntegrableOn (fun t : ℝ => t ^ n * Real.exp (-(G * t))) (Ioi 0) ∧
    ∫ t in Ioi (0 : ℝ), t ^ n * Real.exp (-(G * t)) = (Nat.factorial n : ℝ) / G ^ (n + 1) := by
  have h := Real.integral_rpow_mul_exp_neg_mul_Ioi (a := (n : ℝ) + 1) (r := G)
    (by positivity) hG
  have e : (1 / G) ^ ((n : ℝ) + 1) = (1 / G) ^ (n + 1) := by
    exact_mod_cast Real.rpow_natCast (1 / G) (n + 1)
  rw [Real.Gamma_nat_eq_factorial, e, add_sub_cancel_right] at h
  simp only [Real.rpow_natCast] at h
  have h2 : ∫ t in Ioi (0 : ℝ), t ^ n * Real.exp (-(G * t))
      = (Nat.factorial n : ℝ) / G ^ (n + 1) := by
    rw [h, one_div, inv_pow]
    ring
  refine ⟨?_, h2⟩
  by_contra hn
  rw [integral_undef hn] at h2
  have : 0 < (Nat.factorial n : ℝ) / G ^ (n + 1) := by positivity
  linarith

variable {g : ℝ → ℂ} {G C : ℝ}

/-- Damping bounds the integrand with `n` factors `i t` by `C tⁿ exp(-G t)`. -/
theorem kernel_norm_le (hC : ∀ t > 0, ‖g t‖ ≤ C) (n : ℕ) (E : ℝ) {t : ℝ} (ht : 0 < t) :
    ‖kernel g G n E t‖ ≤ C * (t ^ n * Real.exp (-(G * t))) := by
  have h1 : ‖(I * (t : ℂ)) ^ n‖ = t ^ n := by
    rw [norm_pow, norm_mul, Complex.norm_I, one_mul, Complex.norm_real,
      Real.norm_of_nonneg ht.le]
  have h2 : ‖Complex.exp (I * (E + I * G) * t)‖ = Real.exp (-(G * t)) := by
    simp [Complex.norm_exp]
  rw [kernel, norm_mul, norm_mul, h1, h2]
  have h3 := mul_le_mul_of_nonneg_left (hC t ht)
    (by positivity : 0 ≤ t ^ n * Real.exp (-(G * t)))
  linarith

/-- The integrand with `n` factors `i t` is integrable over positive times. -/
theorem kernel_integrable (hG : 0 < G) (hg : ContinuousOn g (Ioi 0))
    (hC : ∀ t > 0, ‖g t‖ ≤ C) (n : ℕ) (E : ℝ) :
    IntegrableOn (fun t => kernel g G n E t) (Ioi 0) := by
  have h1 : Continuous fun t : ℝ => (I * (t : ℂ)) ^ n := by fun_prop
  have h2 : Continuous fun t : ℝ => Complex.exp (I * (E + I * G) * t) := by fun_prop
  exact Integrable.mono' ((decay_moment hG n).1.const_mul C)
    ((h1.continuousOn.mul (h2.continuousOn.mul hg)).aestronglyMeasurable measurableSet_Ioi)
    (ae_restrict_of_forall_mem measurableSet_Ioi fun t ht => kernel_norm_le hC n E ht)

/-- Differentiating in the photon energy inserts one more factor `i t` under the integral. -/
theorem hasDerivAt_moment (hG : 0 < G) (hg : ContinuousOn g (Ioi 0))
    (hC : ∀ t > 0, ‖g t‖ ≤ C) (n : ℕ) (E : ℝ) :
    HasDerivAt (fun E => ∫ t in Ioi (0 : ℝ), kernel g G n E t)
      (∫ t in Ioi (0 : ℝ), kernel g G (n + 1) E t) E := by
  refine (hasDerivAt_integral_of_dominated_loc_of_deriv_le (s := univ)
    (F := fun E t => kernel g G n E t) (F' := fun E t => kernel g G (n + 1) E t)
    (bound := fun t => C * (t ^ (n + 1) * Real.exp (-(G * t)))) univ_mem
    (Eventually.of_forall fun x => (kernel_integrable hG hg hC n x).aestronglyMeasurable)
    (kernel_integrable hG hg hC n E)
    (kernel_integrable hG hg hC (n + 1) E).aestronglyMeasurable
    (ae_restrict_of_forall_mem measurableSet_Ioi
      fun t ht x _ => kernel_norm_le hC (n + 1) x ht)
    ((decay_moment hG (n + 1)).1.const_mul C)
    (ae_of_all _ fun t x _ => ?_)).2
  have h := (((((hasDerivAt_id' x).ofReal_comp.add_const (I * (G : ℂ))).const_mul I).mul_const
    (t : ℂ)).cexp.mul_const (g t)).const_mul ((I * (t : ℂ)) ^ n)
  refine h.congr_deriv ?_
  simp only [kernel, Complex.ofReal_one, pow_succ]
  ring

/-- The `n`-th energy derivative of the field-free response is the integral with `n`
factors `i t`. -/
theorem iteratedDeriv_response (hG : 0 < G) (hg : ContinuousOn g (Ioi 0))
    (hC : ∀ t > 0, ‖g t‖ ≤ C) (n : ℕ) (E : ℝ) :
    iteratedDeriv n (response g G 0) E = ∫ t in Ioi (0 : ℝ), kernel g G n E t := by
  induction n generalizing E with
  | zero =>
    simp only [iteratedDeriv_zero, response, kernel, Complex.ofReal_zero, mul_zero, zero_mul,
      sub_zero, pow_zero, one_mul]
  | succ n ih =>
    have ih' : iteratedDeriv n (response g G 0)
        = fun E => ∫ t in Ioi (0 : ℝ), kernel g G n E t := funext ih
    rw [iteratedDeriv_succ, ih']
    exact (hasDerivAt_moment hG hg hC n E).deriv

/-- Third-derivative formula with error bound: the change of the response caused by the cubic
phase `l t³` is `l` times the third energy derivative, up to `360 C l²/G⁷`. -/
theorem third_derivative_bound (hG : 0 < G) (hg : ContinuousOn g (Ioi 0))
    (hC : ∀ t > 0, ‖g t‖ ≤ C) (l E : ℝ) :
    ‖response g G l E - response g G 0 E - l * iteratedDeriv 3 (response g G 0) E‖
      ≤ 360 * C * l ^ 2 / G ^ 7 := by
  have hK0 := kernel_integrable hG hg hC 0 E
  have hK3 : IntegrableOn (fun t => (l : ℂ) * kernel g G 3 E t) (Ioi 0) :=
    (kernel_integrable hG hg hC 3 E).const_mul (l : ℂ)
  have hu : ∀ x : ℝ, ‖Complex.exp (-(I * x))‖ = 1 := fun x => by simp [Complex.norm_exp]
  have hc : Continuous fun t : ℝ => Complex.exp (-(I * ((l * t ^ 3 : ℝ) : ℂ))) := by fun_prop
  have hA : IntegrableOn
      (fun t => kernel g G 0 E t * Complex.exp (-(I * ((l * t ^ 3 : ℝ) : ℂ)))) (Ioi 0) :=
    Integrable.mono hK0 (hK0.aestronglyMeasurable.mul hc.aestronglyMeasurable)
      (ae_of_all _ fun t => by rw [norm_mul, hu, mul_one])
  have hAK : IntegrableOn (fun t => kernel g G 0 E t *
      Complex.exp (-(I * ((l * t ^ 3 : ℝ) : ℂ))) - kernel g G 0 E t) (Ioi 0) := hA.sub hK0
  have hl : response g G l E = ∫ t in Ioi (0 : ℝ),
      kernel g G 0 E t * Complex.exp (-(I * ((l * t ^ 3 : ℝ) : ℂ))) := by
    refine setIntegral_congr_fun measurableSet_Ioi fun t _ => ?_
    have e : I * (E + I * G) * t - I * l * t ^ 3
        = I * (E + I * G) * t + -(I * ((l * t ^ 3 : ℝ) : ℂ)) := by push_cast; ring
    simp only [e, Complex.exp_add, kernel, pow_zero]
    ring
  have h0 : response g G 0 E = ∫ t in Ioi (0 : ℝ), kernel g G 0 E t := by
    rw [← iteratedDeriv_response hG hg hC 0 E, iteratedDeriv_zero]
  -- the remainder is one integral over the second-order error of the phase factor
  have e : response g G l E - response g G 0 E - l * iteratedDeriv 3 (response g G 0) E
      = ∫ t in Ioi (0 : ℝ), kernel g G 0 E t *
        (Complex.exp (-(I * ((l * t ^ 3 : ℝ) : ℂ))) - 1 + I * ((l * t ^ 3 : ℝ) : ℂ)) := by
    rw [iteratedDeriv_response hG hg hC 3 E, hl, h0, ← integral_const_mul,
      ← integral_sub hA hK0, ← integral_sub hAK hK3]
    refine setIntegral_congr_fun measurableSet_Ioi fun t _ => ?_
    have h3 : kernel g G 3 E t = (I * t) ^ 3 * kernel g G 0 E t := by
      simp only [kernel, pow_zero, one_mul]
    simp only [h3, Complex.ofReal_mul, Complex.ofReal_pow]
    linear_combination (-(l : ℂ) * t ^ 3 * kernel g G 0 E t * I) * Complex.I_sq
  rw [e]
  refine (norm_integral_le_of_norm_le ((decay_moment hG 6).1.const_mul (C * l ^ 2 / 2))
    (ae_restrict_of_forall_mem measurableSet_Ioi fun t ht => ?_)).trans_eq ?_
  · have h1 := kernel_norm_le (G := G) hC 0 E ht
    rw [norm_mul]
    refine (mul_le_mul h1 (phase_expansion (l * t ^ 3)) (norm_nonneg _)
      ((norm_nonneg _).trans h1)).trans_eq ?_
    ring
  · have h6 : (Nat.factorial 6 : ℝ) = 720 := by norm_num [Nat.factorial]
    rw [integral_const_mul, (decay_moment hG 6).2, h6]
    ring

/-- The kinetic phase is `k² t/(2μ)` plus the cubic term `l t³`, where `24 μ l = F²`. -/
theorem bandPhase_eq {μ l F : ℝ} (hμ : μ ≠ 0) (hl : 24 * μ * l = F ^ 2) (k t : ℝ) :
    bandPhase μ k F t = k ^ 2 / (2 * μ) * t + l * t ^ 3 := by
  have hd : ∀ s : ℝ, HasDerivAt (fun s : ℝ => (k ^ 2 * s + k * F * (s - t / 2) ^ 2
      + F ^ 2 / 3 * (s - t / 2) ^ 3) / (2 * μ)) ((k + F * (s - t / 2)) ^ 2 / (2 * μ)) s := by
    intro s
    have hs := (hasDerivAt_id' s).sub_const (t / 2)
    have h := ((((hasDerivAt_id' s).const_mul (k ^ 2)).fun_add
      ((hs.fun_pow 2).const_mul (k * F))).fun_add
      ((hs.fun_pow 3).const_mul (F ^ 2 / 3))).div_const (2 * μ)
    exact h.congr_deriv (by ring)
  have hl' : l = F ^ 2 / (24 * μ) := by
    rw [eq_div_iff (mul_ne_zero (by norm_num) hμ)]
    linarith
  rw [bandPhase, intervalIntegral.integral_eq_sub_of_hasDerivAt (fun s _ => hd s)
    (Continuous.intervalIntegrable (by fun_prop) _ _), hl']
  ring

/-- The response in a field `F` is the response with cubic phase `l t³`, `24 μ l = F²`, at the
photon energy reduced by the kinetic energy `k²/(2μ)`. -/
theorem drivenResponse_eq {μ l F : ℝ} (hμ : μ ≠ 0) (hl : 24 * μ * l = F ^ 2) (k E : ℝ) :
    drivenResponse g G μ k F E = response g G l (E - k ^ 2 / (2 * μ)) := by
  refine setIntegral_congr_fun measurableSet_Ioi fun t _ => ?_
  simp only [bandPhase_eq hμ hl]
  congr 2
  push_cast
  ring

/-- Aspnes weak-field limit: `24 μ` times the field-induced change of the response, divided by
`F²`, tends to the third energy derivative of the field-free response at `E - k²/(2μ)`. -/
theorem aspnes_limit (hG : 0 < G) (hg : ContinuousOn g (Ioi 0))
    (hC : ∀ t > 0, ‖g t‖ ≤ C) {μ : ℝ} (hμ : μ ≠ 0) (k E : ℝ) :
    Tendsto (fun F : ℝ => 24 * (μ : ℂ) *
        (drivenResponse g G μ k F E - drivenResponse g G μ k 0 E) / (F : ℂ) ^ 2)
      (𝓝[≠] 0) (𝓝 (iteratedDeriv 3 (response g G 0) (E - k ^ 2 / (2 * μ)))) := by
  have hc : Continuous fun F : ℝ => 360 * C / G ^ 7 * |F ^ 2 / (24 * μ)| := by fun_prop
  have hlim := (hc.tendsto' 0 0 (by simp)).mono_left (nhdsWithin_le_nhds (s := {0}ᶜ))
  refine tendsto_iff_norm_sub_tendsto_zero.2
    (squeeze_zero' (Eventually.of_forall fun _ => norm_nonneg _) ?_ hlim)
  filter_upwards [self_mem_nhdsWithin] with F hF
  have hF' : F ≠ 0 := hF
  obtain ⟨l, hdef⟩ : ∃ l, l = F ^ 2 / (24 * μ) := ⟨_, rfl⟩
  have hl : 24 * μ * l = F ^ 2 := by
    rw [hdef]
    field_simp
  have hl0 : l ≠ 0 := by
    rintro rfl
    exact pow_ne_zero 2 hF' (by linarith)
  have hlc : (l : ℂ) ≠ 0 := Complex.ofReal_ne_zero.2 hl0
  have hμc : (μ : ℂ) ≠ 0 := Complex.ofReal_ne_zero.2 hμ
  have hFc : (F : ℂ) ^ 2 = 24 * μ * l := by exact_mod_cast hl.symm
  -- dividing by F² / (24 μ) turns the quadratic error into a linear one
  have e : ∀ a b D : ℂ, 24 * (μ : ℂ) * (a - b) / (F : ℂ) ^ 2 - D = (a - b - l * D) / l := by
    intro a b D
    rw [hFc]
    field_simp
  rw [← hdef, drivenResponse_eq hμ hl,
    drivenResponse_eq (l := 0) (F := 0) hμ (by norm_num), e, norm_div, Complex.norm_real,
    Real.norm_eq_abs, div_le_iff₀ (abs_pos.2 hl0)]
  refine (third_derivative_bound hG hg hC l _).trans_eq ?_
  rw [mul_assoc (360 * C / G ^ 7), abs_mul_abs_self]
  ring

end

end AspnesThirdDerivative
```

```lean
#print axioms AspnesThirdDerivative.third_derivative_bound
-- 'AspnesThirdDerivative.third_derivative_bound' depends on axioms: [propext, Classical.choice, Quot.sound]
#print axioms AspnesThirdDerivative.aspnes_limit
-- 'AspnesThirdDerivative.aspnes_limit' depends on axioms: [propext, Classical.choice, Quot.sound]
```

## Notes on the proof

- `phase_expansion` obtains the squared inequality from `monotoneOn_of_deriv_nonneg`, extends it to negative $x$ by parity, and takes the root.
- `decay_moment` gets the moments from Mathlib's Gamma integral. Their positive value also yields integrability.
- `kernel_norm_le` and `kernel_integrable` supply the dominating function. `hasDerivAt_moment` differentiates once, and `iteratedDeriv_response` repeats this by induction on `n`.
- `third_derivative_bound` merges the three terms into the remainder integral. There `linear_combination` uses $i^2=-1$ to match the cubic terms, and the sixth moment gives 360.
- `bandPhase_eq` uses an antiderivative in $s-t/2$, and `drivenResponse_eq` moves the linear phase into the energy.
- `aspnes_limit` sets `l` to $F^2/(24\mu)$, divides the bound by $|l|$ and concludes with `squeeze_zero'`.
